# Zero-energy nodes of a Dirac Hamiltonian with exchange field bΣ₃: two for |b| > |m|, none for |b| < |m|

## Hamiltonian and conventions

An electron in a Dirac material has mass $m$ and momentum $\mathbf p=(p_1,p_2,p_3)$. Magnetic order adds an exchange field $b$ along the third axis, which splits the two spin directions. In units with $\hbar$ and the velocity equal to one,
$$H=\boldsymbol\alpha\cdot\mathbf p+\beta m+b\Sigma_3 ,$$
with $\alpha_i$, $\beta$ and the spin matrix $\Sigma_3$ in the Dirac representation. The exchange field is assumed to act equally on the upper and the lower pair of components. With opposite signs on the two pairs the term would be $b\beta\Sigma_3$, and the node count below would not hold. At which momenta does $H$ have a state of zero energy? These are the zeros of $\det H$, called nodes here.

## Energy bands

Put $z=p_1-ip_2$, $w=p_1+ip_2$, $q=p_3$. Then
$$H-E=\begin{pmatrix}a&0&q&z\\0&c&w&-q\\q&z&d&0\\w&-q&0&e\end{pmatrix},$$
with $a=m+b-E$, $c=m-b-E$, $d=-m+b-E$, $e=-m-b-E$. Expansion along the first row gives
$$acde-zw(ae+cd)-q^2(ad+ce)+(zw+q^2)^2 .$$
Let $S=m^2+b^2-E^2$. Then $acde=S^2-4m^2b^2$, $ae+cd=-2S$ and $ad+ce=4b^2-2S$. Since $zw=p_1^2+p_2^2$,
$$\det(H-E)=(p^2+m^2+b^2-E^2)^2-4b^2(m^2+p_3^2).$$
With $s=\sqrt{m^2+p_3^2}$ this is a difference of squares, whose factors are $p_1^2+p_2^2+(b\pm s)^2-E^2$. The bands are therefore
$$E^2=p_1^2+p_2^2+(b\pm s)^2 .$$

## Where the determinant vanishes

Set $E=0$ and $A=p^2+m^2-b^2$. Then
$$\det H=(A+2b^2)^2-4b^2(m^2+p_3^2)=A^2+4b^2(p_1^2+p_2^2).$$
Both terms are non-negative, so a zero needs $A=0$ and $b^2(p_1^2+p_2^2)=0$. If $b\neq0$, then $p_1=p_2=0$. If $b=0$, then $A=0$ reads $p^2+m^2=0$, and again $p_1=p_2=0$. What remains is $p_3^2=b^2-m^2$:

- for $|b|>|m|$, exactly two nodes, $(0,0,\pm\sqrt{b^2-m^2})$;
- for $|b|=|m|$, only $\mathbf p=0$;
- for $|b|<|m|$, none.

The strict inequality in the first case can't be relaxed to $|b|\ge|m|$: for $m=b=1$ the two momenta merge into one.

At a node $p^2+m^2=b^2$ and $m^2+p_3^2=b^2$, so the secular polynomial is $(2b^2-E^2)^2-4b^4=E^2(E^2-4b^2)$. For $b\neq0$ zero is a double root: two bands touch. In the limiting case $m=b=0$ all four meet at $\mathbf p=0$.

## The statements in Lean

A momentum is a function `Fin 3 → ℝ`, so $p_1,p_2,p_3$ are `p 0`, `p 1`, `p 2`. `hamiltonian m b p` is the complex $4\times4$ matrix $H$, and `nodes m b` is the set of momenta with zero determinant. `energy_bands` concerns true eigenvectors, with `ψ ≠ 0`. `two_weyl_nodes` gives both the set and its cardinality, `ncard`.

The name "Weyl" promises more than a count of zeros: linear dispersion and chirality at the nodes are not established. Within this non-interacting four-band continuum model, the result locates the zero-energy band touchings of a magnetic Dirac material. That the bands of an actual crystal follow $H$ near the Fermi level is a separate physical assumption.

```lean
import Mathlib

open Matrix

namespace WeylNodes

noncomputable section

/-- The Dirac matrix `α₁` in the Dirac representation. -/
def alpha1 : Matrix (Fin 4) (Fin 4) ℂ :=
  !![0, 0, 0, 1; 0, 0, 1, 0; 0, 1, 0, 0; 1, 0, 0, 0]

/-- The Dirac matrix `α₂` in the Dirac representation. -/
def alpha2 : Matrix (Fin 4) (Fin 4) ℂ :=
  !![0, 0, 0, -Complex.I; 0, 0, Complex.I, 0; 0, -Complex.I, 0, 0; Complex.I, 0, 0, 0]

/-- The Dirac matrix `α₃` in the Dirac representation. -/
def alpha3 : Matrix (Fin 4) (Fin 4) ℂ :=
  !![0, 0, 1, 0; 0, 0, 0, -1; 1, 0, 0, 0; 0, -1, 0, 0]

/-- The Dirac matrix `β` in the Dirac representation. -/
def beta : Matrix (Fin 4) (Fin 4) ℂ :=
  !![1, 0, 0, 0; 0, 1, 0, 0; 0, 0, -1, 0; 0, 0, 0, -1]

/-- The spin matrix `Σ₃` in the Dirac representation. -/
def Sigma3 : Matrix (Fin 4) (Fin 4) ℂ :=
  !![1, 0, 0, 0; 0, -1, 0, 0; 0, 0, 1, 0; 0, 0, 0, -1]

/-- The Hamiltonian `α·p + β m + b Σ₃` at momentum `p`, with mass `m` and exchange field `b`
along the third axis. -/
def hamiltonian (m b : ℝ) (p : Fin 3 → ℝ) : Matrix (Fin 4) (Fin 4) ℂ :=
  (p 0 : ℂ) • alpha1 + (p 1 : ℂ) • alpha2 + (p 2 : ℂ) • alpha3
    + (m : ℂ) • beta + (b : ℂ) • Sigma3

/-- The nodes: the momenta at which the determinant of the Hamiltonian vanishes. -/
def nodes (m b : ℝ) : Set (Fin 3 → ℝ) := {p | (hamiltonian m b p).det = 0}

/-- The matrix `H - E` written out entry by entry. -/
theorem hamiltonian_sub (m b E : ℝ) (p : Fin 3 → ℝ) :
    hamiltonian m b p - (E : ℂ) • (1 : Matrix (Fin 4) (Fin 4) ℂ) =
      !![(m : ℂ) + b - E, 0, (p 2 : ℂ), (p 0 : ℂ) - p 1 * Complex.I;
         0, (m : ℂ) - b - E, (p 0 : ℂ) + p 1 * Complex.I, -(p 2 : ℂ);
         (p 2 : ℂ), (p 0 : ℂ) - p 1 * Complex.I, -(m : ℂ) + b - E, 0;
         (p 0 : ℂ) + p 1 * Complex.I, -(p 2 : ℂ), 0, -(m : ℂ) - b - E] := by
  ext i j
  fin_cases i <;> fin_cases j <;>
    simp [hamiltonian, alpha1, alpha2, alpha3, beta, Sigma3] <;> ring

/-- The determinant of a matrix of the form of `H - E`, for arbitrary complex parameters `m`, `b`,
`E`, `q`, `z` and `w`. -/
theorem det_shape (m b E q z w : ℂ) :
    (!![m + b - E, 0, q, z; 0, m - b - E, w, -q;
        q, z, -m + b - E, 0; w, -q, 0, -m - b - E] : Matrix (Fin 4) (Fin 4) ℂ).det =
      (z * w + q ^ 2 + m ^ 2 + b ^ 2 - E ^ 2) ^ 2 - 4 * b ^ 2 * (m ^ 2 + q ^ 2) := by
  rw [Matrix.det_succ_row_zero]
  simp [Fin.sum_univ_succ, Matrix.det_fin_three, Fin.succAbove]
  ring

/-- The secular polynomial:
`det (H - E) = (p² + m² + b² - E²)² - 4 b² (m² + p₃²)`. -/
theorem secular (m b E : ℝ) (p : Fin 3 → ℝ) :
    (hamiltonian m b p - (E : ℂ) • (1 : Matrix (Fin 4) (Fin 4) ℂ)).det =
      (((p 0 ^ 2 + p 1 ^ 2 + p 2 ^ 2 + m ^ 2 + b ^ 2 - E ^ 2) ^ 2
        - 4 * b ^ 2 * (m ^ 2 + p 2 ^ 2) : ℝ) : ℂ) := by
  have hzw : ((p 0 : ℂ) - p 1 * Complex.I) * ((p 0 : ℂ) + p 1 * Complex.I)
      = (p 0 : ℂ) ^ 2 + (p 1 : ℂ) ^ 2 := by
    linear_combination (-(p 1 : ℂ) ^ 2) * Complex.I_sq
  rw [hamiltonian_sub, det_shape, hzw]
  push_cast
  ring

/-- The energy bands: a real `E` is an eigenvalue of the Hamiltonian at momentum `p` exactly when
`E² = p₁² + p₂² + (b ± √(m² + p₃²))²` for one of the two signs. -/
theorem energy_bands (m b E : ℝ) (p : Fin 3 → ℝ) :
    (∃ ψ : Fin 4 → ℂ, ψ ≠ 0 ∧ hamiltonian m b p *ᵥ ψ = (E : ℂ) • ψ) ↔
      E ^ 2 = p 0 ^ 2 + p 1 ^ 2 + (b + Real.sqrt (m ^ 2 + p 2 ^ 2)) ^ 2 ∨
      E ^ 2 = p 0 ^ 2 + p 1 ^ 2 + (b - Real.sqrt (m ^ 2 + p 2 ^ 2)) ^ 2 := by
  -- an eigenvector is a null vector of `H - E`
  have h1 : (∃ ψ : Fin 4 → ℂ, ψ ≠ 0 ∧ hamiltonian m b p *ᵥ ψ = (E : ℂ) • ψ) ↔
      (hamiltonian m b p - (E : ℂ) • (1 : Matrix (Fin 4) (Fin 4) ℂ)).det = 0 := by
    rw [← Matrix.exists_mulVec_eq_zero_iff]
    simp only [Matrix.sub_mulVec, Matrix.smul_mulVec, Matrix.one_mulVec, sub_eq_zero]
  have hs : Real.sqrt (m ^ 2 + p 2 ^ 2) ^ 2 = m ^ 2 + p 2 ^ 2 :=
    Real.sq_sqrt (by positivity)
  rw [h1, secular, Complex.ofReal_eq_zero]
  generalize Real.sqrt (m ^ 2 + p 2 ^ 2) = s at *
  -- the secular polynomial factors into the two bands
  have hf : (p 0 ^ 2 + p 1 ^ 2 + p 2 ^ 2 + m ^ 2 + b ^ 2 - E ^ 2) ^ 2
        - 4 * b ^ 2 * (m ^ 2 + p 2 ^ 2) =
      (p 0 ^ 2 + p 1 ^ 2 + (b + s) ^ 2 - E ^ 2) *
        (p 0 ^ 2 + p 1 ^ 2 + (b - s) ^ 2 - E ^ 2) := by
    linear_combination (-(2 * (p 0 ^ 2 + p 1 ^ 2 + b ^ 2 - E ^ 2)
      + (m ^ 2 + p 2 ^ 2) + s ^ 2 - 4 * b ^ 2)) * hs
  rw [hf, mul_eq_zero, sub_eq_zero, sub_eq_zero]
  exact or_congr eq_comm eq_comm

/-- The determinant of the Hamiltonian:
`det H = (p² + m² - b²)² + 4 b² (p₁² + p₂²)`. -/
theorem det_hamiltonian (m b : ℝ) (p : Fin 3 → ℝ) :
    (hamiltonian m b p).det =
      (((p 0 ^ 2 + p 1 ^ 2 + p 2 ^ 2 + m ^ 2 - b ^ 2) ^ 2
        + 4 * b ^ 2 * (p 0 ^ 2 + p 1 ^ 2) : ℝ) : ℂ) := by
  have h := secular m b 0 p
  rw [Complex.ofReal_zero, zero_smul, sub_zero] at h
  rw [h]
  push_cast
  ring

/-- A momentum is a node exactly when it lies on the third axis and `p₃² = b² - m²`. -/
theorem mem_nodes_iff (m b : ℝ) (p : Fin 3 → ℝ) :
    p ∈ nodes m b ↔ p 0 = 0 ∧ p 1 = 0 ∧ p 2 ^ 2 = b ^ 2 - m ^ 2 := by
  rw [nodes, Set.mem_ofPred_eq, det_hamiltonian, Complex.ofReal_eq_zero]
  constructor
  · intro h
    -- both terms are non-negative, so each vanishes
    have h1 : 0 ≤ 4 * b ^ 2 * (p 0 ^ 2 + p 1 ^ 2) := by positivity
    have h2 := sq_nonneg (p 0 ^ 2 + p 1 ^ 2 + p 2 ^ 2 + m ^ 2 - b ^ 2)
    have hA : p 0 ^ 2 + p 1 ^ 2 + p 2 ^ 2 + m ^ 2 - b ^ 2 = 0 :=
      (pow_eq_zero_iff two_ne_zero).1 (by linarith)
    have hB : b ^ 2 * (p 0 ^ 2 + p 1 ^ 2) = 0 := by linarith
    have hX : p 0 ^ 2 + p 1 ^ 2 = 0 := by
      rcases mul_eq_zero.1 hB with hb | hX
      · linarith [sq_nonneg (p 0), sq_nonneg (p 1), sq_nonneg (p 2), sq_nonneg m]
      · exact hX
    refine ⟨(pow_eq_zero_iff two_ne_zero).1 ?_, (pow_eq_zero_iff two_ne_zero).1 ?_, ?_⟩
    · linarith [sq_nonneg (p 0), sq_nonneg (p 1)]
    · linarith [sq_nonneg (p 0), sq_nonneg (p 1)]
    · linarith
  · rintro ⟨h0, h1, h2⟩
    rw [h0, h1, h2]
    ring

/-- For `|b| > |m|` the determinant vanishes at exactly two momenta,
`(0, 0, ±√(b² - m²))`. -/
theorem two_weyl_nodes (m b : ℝ) (h : |m| < |b|) :
    nodes m b = {![0, 0, Real.sqrt (b ^ 2 - m ^ 2)], ![0, 0, -Real.sqrt (b ^ 2 - m ^ 2)]} ∧
      (nodes m b).ncard = 2 := by
  have hpos : 0 < b ^ 2 - m ^ 2 := sub_pos.2 (sq_lt_sq.2 h)
  have hk : 0 < Real.sqrt (b ^ 2 - m ^ 2) := Real.sqrt_pos.2 hpos
  have hk2 : Real.sqrt (b ^ 2 - m ^ 2) ^ 2 = b ^ 2 - m ^ 2 := Real.sq_sqrt hpos.le
  generalize Real.sqrt (b ^ 2 - m ^ 2) = k at *
  have hset : nodes m b = {![0, 0, k], ![0, 0, -k]} := by
    ext p
    rw [mem_nodes_iff, Set.mem_insert_iff, Set.mem_singleton_iff]
    constructor
    · rintro ⟨h0, h1, h2⟩
      rcases eq_or_eq_neg_of_sq_eq_sq (p 2) k (h2.trans hk2.symm) with h3 | h3
      · left
        ext i
        fin_cases i <;> simp [h0, h1, h3]
      · right
        ext i
        fin_cases i <;> simp [h0, h1, h3]
    · rintro (rfl | rfl)
      · exact ⟨rfl, rfl, hk2⟩
      · refine ⟨rfl, rfl, ?_⟩
        show (-k) ^ 2 = b ^ 2 - m ^ 2
        rw [neg_sq, hk2]
  refine ⟨hset, ?_⟩
  rw [hset]
  apply Set.ncard_pair
  -- the two nodes differ in their third component
  intro heq
  have h3 : k = -k := congrFun heq 2
  linarith

/-- For `|b| < |m|` the determinant vanishes at no momentum. -/
theorem no_nodes (m b : ℝ) (h : |b| < |m|) : nodes m b = ∅ := by
  ext p
  rw [mem_nodes_iff]
  constructor
  · rintro ⟨_, _, h2⟩
    have h3 := sq_lt_sq.2 h
    linarith [sq_nonneg (p 2)]
  · intro hp
    exact hp.elim

/-- For `|b| = |m|` the determinant vanishes only at zero momentum. -/
theorem critical_node (m b : ℝ) (h : |b| = |m|) : nodes m b = {0} := by
  have hsq : b ^ 2 = m ^ 2 := by rw [← sq_abs b, h, sq_abs]
  ext p
  rw [mem_nodes_iff, Set.mem_singleton_iff, hsq, sub_self]
  constructor
  · rintro ⟨h0, h1, h2⟩
    have h3 : p 2 = 0 := (pow_eq_zero_iff two_ne_zero).1 h2
    ext i
    fin_cases i <;> simp [h0, h1, h3]
  · rintro rfl
    simp

/-- At a node the secular polynomial is `E² (E² - 4 b²)`. -/
theorem secular_at_node (m b E : ℝ) (p : Fin 3 → ℝ) (hp : p ∈ nodes m b) :
    (hamiltonian m b p - (E : ℂ) • (1 : Matrix (Fin 4) (Fin 4) ℂ)).det =
      ((E ^ 2 * (E ^ 2 - 4 * b ^ 2) : ℝ) : ℂ) := by
  obtain ⟨h0, h1, h2⟩ := (mem_nodes_iff m b p).1 hp
  rw [secular, h0, h1, h2]
  push_cast
  ring

end

end WeylNodes
```

```lean
#print axioms WeylNodes.two_weyl_nodes
#print axioms WeylNodes.no_nodes
#print axioms WeylNodes.critical_node
#print axioms WeylNodes.secular_at_node
```

```
'WeylNodes.two_weyl_nodes' depends on axioms: [propext, Classical.choice, Quot.sound]
'WeylNodes.no_nodes' depends on axioms: [propext, Classical.choice, Quot.sound]
'WeylNodes.critical_node' depends on axioms: [propext, Classical.choice, Quot.sound]
'WeylNodes.secular_at_node' depends on axioms: [propext, Classical.choice, Quot.sound]
```

## From matrix entries to the node count

`hamiltonian_sub` checks the sixteen entries of $H-E$. `det_shape` expands along the first row, with $m,b,E,q,z,w$ arbitrary complex numbers, and leaves the algebra to `ring`; `secular` then inserts $zw=p_1^2+p_2^2$.

In `energy_bands`, `Matrix.exists_mulVec_eq_zero_iff` turns the existence of an eigenvector into a vanishing determinant. The factorisation `hf` is the difference of squares, with `hs` supplying $s^2=m^2+p_3^2$.

`det_hamiltonian` is `secular` at $E=0$. `mem_nodes_iff` follows the non-negativity argument: `hA` and `hB` are the two vanishing terms, and `rcases` separates $b=0$ from $p_1^2+p_2^2=0$.

The three regimes follow from this criterion. `two_weyl_nodes` takes the two square roots and shows them distinct, since $k=-k$ contradicts $k>0$. `no_nodes` uses $p_3^2\ge0$, and `critical_node` solves $p_3^2=0$. Finally, `secular_at_node` substitutes the node conditions into `secular`.
